# In the uniform gas with only kinetic and exchange energy, full polarization wins before a small uniform polarization lowers the energy

Take a three-dimensional uniform electron gas at zero temperature, with kinetic energy 1 and exchange energy −2.4 per electron when unpolarized. At the same density, full polarization multiplies the kinetic energy by 2^(2/3) ≈ 1.587 and the exchange energy by 2^(1/3) ≈ 1.260. The total falls from −1.400 to about −1.436, so the polarized state is lower. Yet a small polarization z changes the energy by about +0.022 z², so the unpolarized state resists it.

For general coefficients, let

φ_p(z) = ((1+z)^p + (1−z)^p)/2,
e(z) = A φ_(5/3)(z) − B φ_(4/3)(z), −1 ≤ z ≤ 1.

Here z = (n↑ − n↓)/n is the spin polarization, with n↑ and n↓ the densities of the two spins and n their sum; A > 0 is the unpolarized kinetic energy per electron and −B the unpolarized exchange energy per electron. Since A scales as n^(2/3) and B as n^(1/3) with the density n, B/A grows on dilution. The claim is that e(1) < e(0) exactly when B/A > 1 + 2^(1/3) ≈ 2.26, whereas e''(0) < 0 exactly when B/A > 5/2.

## Two thresholds from endpoints and curvature

Write c = 2^(1/3). Then e(0) = A − B and e(1) = Ac² − Bc, so

e(1) − e(0) = (c−1)((1+c)A − B).

As c > 1, the first threshold follows. Differentiating twice gives

φ_p'(z) = p((1+z)^(p−1) − (1−z)^(p−1))/2,
φ_p''(0) = p(p−1),
e''(0) = (10A − 4B)/9,

which gives the second. They are ordered because (3/2)³ = 27/8 > 2, hence c < 3/2.

## Partial polarization never has the lowest energy

For 0 < |z| < 1, put 1+z = a³ and 1−z = b³, where a and b are the Fermi momenta in units of the unpolarized one. They are positive and distinct, with a³+b³ = 2. Let s = a+b. From

s³ = 2 + 3abs = 8 − 3s(a−b)²

we get c < s < 2 and ab = (s³−2)/(3s). Substitution into the power sums gives

9s(a⁵+b⁵) = −s⁶ + 10s³ + 20,
9s²(a⁴+b⁴) = −s⁶ + 16s³ + 8.

Using c³ = 2, we obtain

9s²[(a⁵+b⁵−2) − (1+c)(a⁴+b⁴−2)]
= (2−s)(s−c)³[s³ + (1+2c)s² + (2+c+3c²)s + 2+2c] > 0.

With K = φ_(5/3)(z) = (a⁵+b⁵)/2 and X = φ_(4/3)(z) = (a⁴+b⁴)/2, this says K−1 > (1+c)(X−1). Also 1 ≤ X ≤ c: the lower bound comes from summing 4x³ ≤ 3x⁴+1 over x = a, b, and the upper from a, b < c. Therefore

e(z) − e(0) > ((1+c)A − B)(X−1),
e(z) − e(1) > ((1+c)A − B)(X−c).

The first right-hand side is nonnegative if B ≤ (1+c)A, the second if B ≥ (1+c)A. Either way, e(z) lies above the smaller of e(0) and e(1).

## The energy in Lean

`phi` and `energy` are functions of real numbers with real exponents. They accept any real `z`, but carry the physical meaning only for −1 ≤ z ≤ 1.

```lean
import Mathlib

open Set Filter

namespace BlochTransition

noncomputable section

/-- The spin-scaling factor `((1+z)^p + (1-z)^p)/2` at spin polarization `z`,
with `-1 ≤ z ≤ 1`. -/
def phi (p z : ℝ) : ℝ := ((1 + z) ^ p + (1 - z) ^ p) / 2

/-- The kinetic plus exchange energy per electron of the uniform gas at polarization `z`,
with `-1 ≤ z ≤ 1`, kinetic coefficient `A` and exchange coefficient `B`. -/
def energy (A B z : ℝ) : ℝ := A * phi (5 / 3) z - B * phi (4 / 3) z
```

The next lemmas pass from fractional powers to integer powers of a and b, then evaluate the endpoints.

```lean
/-- The cube of the real cube root of a positive number is that number. -/
theorem cbrt_cubed {x : ℝ} (hx : 0 < x) : (x ^ (1 / 3 : ℝ)) ^ 3 = x := by
  rw [← Real.rpow_natCast, ← Real.rpow_mul hx.le]
  norm_num

/-- If the spin densities `1 + z` and `1 - z` are the cubes of nonnegative Fermi momenta
`a` and `b`, the kinetic and exchange factors are half the sums of their fifth and
fourth powers. -/
theorem phi_of_cubes {a b z : ℝ} (ha : 0 ≤ a) (hb : 0 ≤ b)
    (h1 : 1 + z = a ^ 3) (h2 : 1 - z = b ^ 3) :
    phi (5 / 3) z = (a ^ 5 + b ^ 5) / 2 ∧ phi (4 / 3) z = (a ^ 4 + b ^ 4) / 2 := by
  have h5 : ∀ x : ℝ, 0 ≤ x → (x ^ 3) ^ (5 / 3 : ℝ) = x ^ 5 := by
    intro x hx
    rw [← Real.rpow_natCast x 3, ← Real.rpow_natCast x 5, ← Real.rpow_mul hx]
    norm_num
  have h4 : ∀ x : ℝ, 0 ≤ x → (x ^ 3) ^ (4 / 3 : ℝ) = x ^ 4 := by
    intro x hx
    rw [← Real.rpow_natCast x 3, ← Real.rpow_natCast x 4, ← Real.rpow_mul hx]
    norm_num
  unfold phi
  rw [h1, h2, h5 a ha, h5 b hb, h4 a ha, h4 b hb]
  exact ⟨rfl, rfl⟩

/-- The energies of the unpolarized and the fully polarized gas. -/
theorem energy_endpoints (A B : ℝ) :
    energy A B 0 = A - B ∧
    energy A B 1 = A * ((2 : ℝ) ^ (1 / 3 : ℝ)) ^ 2 - B * (2 : ℝ) ^ (1 / 3 : ℝ) := by
  constructor
  · norm_num [energy, phi]
  · have h3 : ((2 : ℝ) ^ (1 / 3 : ℝ)) ^ 3 = 2 := cbrt_cubed two_pos
    have h0 : 0 < (2 : ℝ) ^ (1 / 3 : ℝ) := Real.rpow_pos_of_pos two_pos _
    generalize (2 : ℝ) ^ (1 / 3 : ℝ) = c at h3 h0 ⊢
    obtain ⟨h5, h4⟩ := phi_of_cubes (a := c) (b := 0) (z := 1) h0.le le_rfl
      (by rw [h3]; norm_num) (by norm_num)
    unfold energy
    rw [h5, h4]
    linear_combination (A * c ^ 2 / 2 - B * c / 2) * h3
```

## The factorized inequality

`hcs` and `hs2` bound s, `e1` and `e2` are the power sums, and `key` is the factorization. `linear_combination` verifies these identities from a³+b³ = 2 and c³ = 2.

```lean
/-- For distinct positive Fermi momenta `a`, `b` with `a³ + b³ = 2`, and `c` the cube root of two,
the fractional increase of the kinetic energy on polarization exceeds `1 + c` times the fractional
increase in the magnitude of the exchange energy. -/
theorem kinetic_exchange_inequality {a b c : ℝ} (ha : 0 < a) (hb : 0 < b) (hab : a ≠ b)
    (h : a ^ 3 + b ^ 3 = 2) (hc0 : 0 < c) (hc : c ^ 3 = 2) :
    (1 + c) * (a ^ 4 + b ^ 4 - 2) < a ^ 5 + b ^ 5 - 2 := by
  obtain ⟨s, hs⟩ : ∃ s, s = a + b := ⟨_, rfl⟩
  have hs0 : 0 < s := by rw [hs]; positivity
  -- the sum of the Fermi momenta lies strictly between c and 2
  have hcs : c < s := by
    apply lt_of_pow_lt_pow_left₀ 3 hs0.le
    have hp : 0 < 3 * a * b * (a + b) := by positivity
    rw [hc, hs]
    linarith [show (a + b) ^ 3 = a ^ 3 + b ^ 3 + 3 * a * b * (a + b) by ring]
  have hs2 : s < 2 := by
    apply lt_of_pow_lt_pow_left₀ 3 (by norm_num)
    have hd : 0 < (a - b) ^ 2 := pow_pos_of_ne hab
    have hp : 0 < 3 * (a + b) * (a - b) ^ 2 := by positivity
    rw [hs]
    linarith [show (a + b) ^ 3 = 4 * (a ^ 3 + b ^ 3) - 3 * (a + b) * (a - b) ^ 2 by ring]
  -- both power sums as functions of s alone
  have e1 : 9 * s * (a ^ 5 + b ^ 5) = -s ^ 6 + 10 * s ^ 3 + 20 := by
    rw [hs]
    linear_combination (5 * (a + b) ^ 3 + 5 * (a ^ 3 + b ^ 3 + 2)) * h
  have e2 : 9 * s ^ 2 * (a ^ 4 + b ^ 4) = -s ^ 6 + 16 * s ^ 3 + 8 := by
    rw [hs]
    linear_combination (8 * (a + b) ^ 3 + 2 * (a ^ 3 + b ^ 3 + 2)) * h
  -- the difference factors, with a triple zero at full polarization
  have key : 9 * s ^ 2 * ((a ^ 5 + b ^ 5 - 2) - (1 + c) * (a ^ 4 + b ^ 4 - 2)) =
      (2 - s) * ((s - c) ^ 3 *
        (s ^ 3 + (1 + 2 * c) * s ^ 2 + (2 + c + 3 * c ^ 2) * s + (2 + 2 * c))) := by
    linear_combination s * e1 - (1 + c) * e2 + (2 - s) * (4 * s ^ 3 - (2 + 7 * c) * s ^ 2
      + (-4 + c + 3 * c ^ 2) * s + 2 + 2 * c) * hc
  have hpos : 0 < 9 * s ^ 2 * ((a ^ 5 + b ^ 5 - 2) - (1 + c) * (a ^ 4 + b ^ 4 - 2)) := by
    rw [key]
    exact mul_pos (sub_pos.2 hs2) (mul_pos (pow_pos (sub_pos.2 hcs) 3) (by positivity))
  exact sub_pos.1 (pos_of_mul_pos_right hpos (by positivity))
where
  pow_pos_of_ne {x y : ℝ} (hxy : x ≠ y) : 0 < (x - y) ^ 2 :=
    lt_of_le_of_ne (sq_nonneg _) (Ne.symm (pow_ne_zero 2 (sub_ne_zero.2 hxy)))
```

Below, `lo` and `up` bound 2X, and the final case split is the one on B against (1+c)A. The sign of `B` is unrestricted.

```lean
/-- For positive `A`, every partially polarized state has a higher energy than the better of
the unpolarized and the fully polarized state. -/
theorem no_partial_polarization {A z : ℝ} (B : ℝ) (hA : 0 < A) (hz : z ≠ 0)
    (h1 : -1 < z) (h2 : z < 1) : min (energy A B 0) (energy A B 1) < energy A B z := by
  have hc : ((2 : ℝ) ^ (1 / 3 : ℝ)) ^ 3 = 2 := cbrt_cubed two_pos
  have hc0 : 0 < (2 : ℝ) ^ (1 / 3 : ℝ) := Real.rpow_pos_of_pos two_pos _
  rw [(energy_endpoints A B).1, (energy_endpoints A B).2]
  generalize (2 : ℝ) ^ (1 / 3 : ℝ) = c at hc hc0 ⊢
  have root : ∀ x : ℝ, 0 < x → ∃ a : ℝ, 0 < a ∧ x = a ^ 3 := fun x hx =>
    ⟨x ^ (1 / 3 : ℝ), Real.rpow_pos_of_pos hx _, (cbrt_cubed hx).symm⟩
  obtain ⟨a, ha, ha3⟩ := root (1 + z) (by linarith)
  obtain ⟨b, hb, hb3⟩ := root (1 - z) (by linarith)
  have hab : a ≠ b := by
    intro h
    rw [h] at ha3
    exact hz (by linarith)
  have hsum : a ^ 3 + b ^ 3 = 2 := by linarith
  have key := kinetic_exchange_inequality ha hb hab hsum hc0 hc
  have pa : 0 < a ^ 3 := pow_pos ha 3
  have pb : 0 < b ^ 3 := pow_pos hb 3
  -- the exchange factor lies between its values at zero and full polarization
  have q : ∀ x : ℝ, 4 * x ^ 3 ≤ 3 * x ^ 4 + 1 := by
    intro x
    have hx : 0 ≤ (x - 1) ^ 2 * (2 * x ^ 2 + (x + 1) ^ 2) := by positivity
    linarith [show (x - 1) ^ 2 * (2 * x ^ 2 + (x + 1) ^ 2) = 3 * x ^ 4 + 1 - 4 * x ^ 3 by ring]
  have lo : 2 ≤ a ^ 4 + b ^ 4 := by linarith [q a, q b]
  have hac : a < c := lt_of_pow_lt_pow_left₀ 3 hc0.le (by linarith)
  have hbc : b < c := lt_of_pow_lt_pow_left₀ 3 hc0.le (by linarith)
  have up : a ^ 4 + b ^ 4 ≤ 2 * c := by
    have u1 := mul_pos (sub_pos.2 hac) pa
    have u2 := mul_pos (sub_pos.2 hbc) pb
    have u3 : c * (a ^ 3 + b ^ 3) = c * 2 := by rw [hsum]
    nlinarith
  obtain ⟨h5, h4⟩ := phi_of_cubes ha.le hb.le ha3 hb3
  unfold energy
  rw [h5, h4]
  have hk := mul_pos hA (sub_pos.2 key)
  rcases le_total B ((1 + c) * A) with hB | hB
  · apply lt_of_le_of_lt (min_le_left _ _)
    nlinarith [mul_nonneg (sub_nonneg.2 hB) (sub_nonneg.2 lo)]
  · apply lt_of_le_of_lt (min_le_right _ _)
    nlinarith [mul_nonneg (sub_nonneg.2 hB) (sub_nonneg.2 up)]
```

## Curvature and the metastable window

The slope formula holds throughout −1 < z < 1, so it can be differentiated again at zero.

```lean
/-- The slope of the spin-scaling factor at a polarization strictly between `-1` and `1`. -/
theorem hasDerivAt_phi (p : ℝ) {z : ℝ} (h1 : -1 < z) (h2 : z < 1) :
    HasDerivAt (phi p) (p * ((1 + z) ^ (p - 1) - (1 - z) ^ (p - 1)) / 2) z := by
  have ha := ((hasDerivAt_id' z).const_add 1).rpow_const (p := p)
    (Or.inl (by linarith : 0 < 1 + z).ne')
  have hb := ((hasDerivAt_id' z).const_sub 1).rpow_const (p := p)
    (Or.inl (by linarith : 0 < 1 - z).ne')
  exact ((ha.fun_add hb).div_const 2).congr_deriv (by ring)

/-- The second derivative of the spin-scaling factor at zero polarization is `p (p - 1)`. -/
theorem phi_curvature (p : ℝ) : HasDerivAt (deriv (phi p)) (p * (p - 1)) 0 := by
  have ev : deriv (phi p) =ᶠ[nhds 0]
      fun z => p * ((1 + z) ^ (p - 1) - (1 - z) ^ (p - 1)) / 2 := by
    filter_upwards [Ioo_mem_nhds (show (-1 : ℝ) < 0 by norm_num) one_pos] with z hz
    exact (hasDerivAt_phi p hz.1 hz.2).deriv
  have ha := ((hasDerivAt_id' (0 : ℝ)).const_add 1).rpow_const (p := p - 1)
    (Or.inl (by norm_num))
  have hb := ((hasDerivAt_id' (0 : ℝ)).const_sub 1).rpow_const (p := p - 1)
    (Or.inl (by norm_num))
  refine ((((ha.fun_sub hb).const_mul p).div_const 2).congr_of_eventuallyEq ev).congr_deriv ?_
  simp only [add_zero, sub_zero, Real.one_rpow]
  ring

/-- The second derivative of the energy at zero polarization is `(10 A - 4 B)/9`. -/
theorem energy_curvature (A B : ℝ) :
    HasDerivAt (deriv (energy A B)) ((10 * A - 4 * B) / 9) 0 := by
  have ev : deriv (energy A B) =ᶠ[nhds 0]
      fun z => A * deriv (phi (5 / 3)) z - B * deriv (phi (4 / 3)) z := by
    filter_upwards [Ioo_mem_nhds (show (-1 : ℝ) < 0 by norm_num) one_pos] with z hz
    have h5 := (hasDerivAt_phi (5 / 3) hz.1 hz.2).differentiableAt.hasDerivAt
    have h4 := (hasDerivAt_phi (4 / 3) hz.1 hz.2).differentiableAt.hasDerivAt
    exact ((h5.const_mul A).fun_sub (h4.const_mul B)).deriv
  exact ((((phi_curvature (5 / 3)).const_mul A).fun_sub
    ((phi_curvature (4 / 3)).const_mul B)).congr_of_eventuallyEq ev).congr_deriv (by ring)
```

The main theorem joins both equivalences and the ordering of the thresholds; `deriv (deriv (energy A B)) 0` is e''(0).

```lean
/-- Bloch transition: for positive `A`, the fully polarized gas lies below the unpolarized one
exactly when `B/A > 1 + 2^(1/3)`, and the energy has negative curvature at zero polarization
exactly when `B/A > 5/2`, which is a strictly larger threshold. -/
theorem bloch_transition {A : ℝ} (B : ℝ) (hA : 0 < A) :
    (energy A B 1 < energy A B 0 ↔ 1 + (2 : ℝ) ^ (1 / 3 : ℝ) < B / A) ∧
    (deriv (deriv (energy A B)) 0 < 0 ↔ 5 / 2 < B / A) ∧
    1 + (2 : ℝ) ^ (1 / 3 : ℝ) < 5 / 2 := by
  have hc : ((2 : ℝ) ^ (1 / 3 : ℝ)) ^ 3 = 2 := cbrt_cubed two_pos
  have hc0 : 0 < (2 : ℝ) ^ (1 / 3 : ℝ) := Real.rpow_pos_of_pos two_pos _
  rw [(energy_endpoints A B).1, (energy_endpoints A B).2, (energy_curvature A B).deriv,
    lt_div_iff₀ hA, lt_div_iff₀ hA]
  generalize (2 : ℝ) ^ (1 / 3 : ℝ) = c at hc hc0 ⊢
  have hc1 : 1 < c := lt_of_pow_lt_pow_left₀ 3 hc0.le (by rw [hc]; norm_num)
  have hc2 : c < 3 / 2 := lt_of_pow_lt_pow_left₀ 3 (by norm_num) (by rw [hc]; norm_num)
  refine ⟨⟨fun h => ?_, fun h => ?_⟩, ⟨fun h => by linarith, fun h => by linarith⟩,
    by linarith⟩
  · -- the energy difference carries the positive factor c - 1
    by_contra hn
    nlinarith [mul_nonneg (sub_pos.2 hc1).le (sub_nonneg.2 (not_lt.1 hn))]
  · nlinarith [mul_pos (sub_pos.2 hc1) (sub_pos.2 h)]
```

Between the thresholds, zero slope and positive curvature make z = 0 a local minimum, although the polarized state is lower.

```lean
/-- For positive `A` and `B/A` strictly between the two thresholds, the unpolarized gas is a
local energy minimum although the fully polarized gas has lower energy. -/
theorem metastable_window {A B : ℝ} (hA : 0 < A)
    (h1 : 1 + (2 : ℝ) ^ (1 / 3 : ℝ) < B / A) (h2 : B / A < 5 / 2) :
    IsLocalMin (energy A B) 0 ∧ energy A B 1 < energy A B 0 := by
  refine ⟨?_, (bloch_transition B hA).1.2 h1⟩
  have h5 := hasDerivAt_phi (5 / 3) (show (-1 : ℝ) < 0 by norm_num) one_pos
  have h4 := hasDerivAt_phi (4 / 3) (show (-1 : ℝ) < 0 by norm_num) one_pos
  have hd : HasDerivAt (energy A B) 0 0 :=
    ((h5.const_mul A).fun_sub (h4.const_mul B)).congr_deriv (by
      simp only [add_zero, sub_zero, Real.one_rpow]
      ring)
  rw [div_lt_iff₀ hA] at h2
  -- zero slope and positive curvature
  apply isLocalMin_of_deriv_deriv_pos _ hd.deriv hd.continuousAt
  rw [(energy_curvature A B).deriv]
  linarith

end

end BlochTransition
```

```lean
#print axioms BlochTransition.kinetic_exchange_inequality
#print axioms BlochTransition.no_partial_polarization
#print axioms BlochTransition.metastable_window
```

```
'BlochTransition.kinetic_exchange_inequality' depends on axioms: [propext, Classical.choice, Quot.sound]
'BlochTransition.no_partial_polarization' depends on axioms: [propext, Classical.choice, Quot.sound]
'BlochTransition.metastable_window' depends on axioms: [propext, Classical.choice, Quot.sound]
```

The form of e(z) is assumed here, not derived from the Coulomb Hamiltonian, and it omits correlation and spatially varying spin states. Within this uniform exchange-only model, a test of stability against small polarization at z = 0 can miss a lower polarized state, whereas comparing e(0) with e(1) finds the lowest energy.
